# With occupied levels below virtual ones, a Hylleraas functional of the density matrix has a unique minimiser

Let $H=\mathrm{diag}(e)$ have real orbital energies $e_p$, let $P$ project on a set $o$ of occupied orbitals, and let $V$ be a Hermitian perturbation. If $e_i<e_a$ for every occupied $i$ and virtual $a$, then among Hermitian $X$ with $X=PX+XP$ the functional

$$J(X)=\mathrm{tr}(VX)+\mathrm{tr}\big(H(1-2P)X^2\big)$$

has exactly one minimiser $R$. Its virtual-occupied elements are $R_{ai}=V_{ai}/(e_i-e_a)$, and $J(R)=-\sum_{i,a}|V_{ai}|^2/(e_a-e_i)$.

For non-interacting electrons in a finite basis, $R$ is the first-order density matrix and $J(R)$ the second-order energy. Hylleraas's principle is usually stated for the first-order wavefunction of a general Hamiltonian. This version concerns one-particle density matrices, with $V$ fixed and no induced potential.

## The orbitals diagonalise $H$

Physically, the unperturbed electrons fill eigenstates of $H$, so $P$ commutes with $H$. By hand, this makes $H(1-2P)$ diagonal, with entries $-e_i$ for occupied and $+e_a$ for virtual orbitals.

In Lean the orbitals form a finite type `n`, the occupied set is a `Finset`, and matrices are complex. Diagonality is built into `occ` and `levels`, and each orbital holds zero or one electron.

```lean
import Mathlib

open Matrix

namespace HylleraasDensity

noncomputable section

variable {n : Type*} [Fintype n] [DecidableEq n]

/-- The projector on the occupied orbitals `o`. -/
def occ (o : Finset n) : Matrix n n ℂ := Matrix.diagonal fun p => if p ∈ o then 1 else 0

/-- The one-particle Hamiltonian with real orbital energies `e`. -/
def levels (e : n → ℝ) : Matrix n n ℂ := Matrix.diagonal fun p => (e p : ℂ)
```

If $H$ had occupied-virtual elements, $P$ would not be stationary under $H$. The functional would not notice, because $X^2$ has no occupied-virtual block when $X=PX+XP$.

## $X$ is Hermitian and joins occupied to virtual orbitals

The condition $X=PX+XP$ is the first-order part of $P^2=P$, and Hermiticity keeps the density matrix Hermitian. `IsTransition` combines the two.

```lean
/-- An admissible first-order density: Hermitian, with `X = P X + X P`. -/
def IsTransition (o : Finset n) (X : Matrix n n ℂ) : Prop :=
  X.IsHermitian ∧ X = occ o * X + X * occ o
```

The functional is the literal trace expression, with complex values. The candidate minimiser is defined entry by entry, with the row index first, so `response o e V a i` is $R_{ai}$.

```lean
/-- The Hylleraas functional `tr (V X) + tr (H (1 - 2 P) X²)`. -/
def hylleraas (o : Finset n) (e : n → ℝ) (V X : Matrix n n ℂ) : ℂ :=
  (V * X).trace + (levels e * (1 - (2 : ℂ) • occ o) * (X * X)).trace

/-- The response matrix: `V_pq` over the energy difference, occupied minus virtual,
between the occupied and virtual orbitals, and zero in the other blocks. -/
def response (o : Finset n) (e : n → ℝ) (V : Matrix n n ℂ) : Matrix n n ℂ :=
  Matrix.of fun p q => if (p ∈ o ↔ q ∈ o) then 0 else
    if q ∈ o then V p q / ((e q : ℂ) - e p) else V p q / ((e p : ℂ) - e q)
```

By hand, the $pq$ element of $X=PX+XP$ reads $X_{pq}=2X_{pq}$ when both orbitals are occupied and $X_{pq}=0$ when both are virtual. It is an identity in the mixed blocks. Hence exactly the two diagonal blocks must vanish. `offdiagonal_iff` proves this by the same four cases.

```lean
/-- The condition `X = P X + X P` says that the occupied-occupied and virtual-virtual
blocks of `X` vanish. -/
theorem offdiagonal_iff (o : Finset n) (X : Matrix n n ℂ) :
    X = occ o * X + X * occ o ↔ ∀ p q, (p ∈ o ↔ q ∈ o) → X p q = 0 := by
  constructor
  · intro h p q hpq
    have h' := congrFun (congrFun h p) q
    simp only [occ, Matrix.add_apply, Matrix.diagonal_mul, Matrix.mul_diagonal] at h'
    by_cases hp : p ∈ o
    · rw [if_pos hp, if_pos (hpq.mp hp)] at h'
      linear_combination -h'
    · rw [if_neg hp, if_neg (fun hq => hp (hpq.mpr hq))] at h'
      linear_combination h'
  · intro h
    ext p q
    simp only [occ, Matrix.add_apply, Matrix.diagonal_mul, Matrix.mul_diagonal]
    by_cases hp : p ∈ o <;> by_cases hq : q ∈ o
    · rw [h p q (iff_of_true hp hq)]; simp
    · simp [hp, hq]
    · simp [hp, hq]
    · rw [h p q (iff_of_false hp hq)]; simp
```

A double sum over orbitals then reduces to pairs $(i,a)$, each contributing its $ia$ and $ai$ terms. `sum_blocks` splits every sum into occupied and virtual parts and discards those that vanish.

```lean
/-- A double sum over orbitals whose terms vanish within the occupied and within the virtual
space is a sum over occupied-virtual pairs. -/
theorem sum_blocks (o : Finset n) (f : n → n → ℂ)
    (hf : ∀ p q, (p ∈ o ↔ q ∈ o) → f p q = 0) :
    ∑ p, ∑ q, f p q = ∑ i ∈ o, ∑ a ∈ oᶜ, (f i a + f a i) := by
  have h1 : ∀ p ∈ o, ∑ q, f p q = ∑ a ∈ oᶜ, f p a := fun p hp => by
    have hz : ∑ q ∈ o, f p q = 0 := Finset.sum_eq_zero fun q hq => hf p q (iff_of_true hp hq)
    rw [← Finset.sum_add_sum_compl o, hz, zero_add]
  have h2 : ∀ p ∈ oᶜ, ∑ q, f p q = ∑ i ∈ o, f p i := fun p hp => by
    have hz : ∑ q ∈ oᶜ, f p q = 0 := Finset.sum_eq_zero fun q hq =>
      hf p q (iff_of_false (Finset.mem_compl.mp hp) (Finset.mem_compl.mp hq))
    rw [← Finset.sum_add_sum_compl o, hz, add_zero]
  have hc : ∑ a ∈ oᶜ, ∑ i ∈ o, f a i = ∑ i ∈ o, ∑ a ∈ oᶜ, f a i := Finset.sum_comm
  simp only [Finset.sum_add_distrib]
  rw [← Finset.sum_add_sum_compl o (fun p => ∑ q, f p q), Finset.sum_congr rfl h1,
    Finset.sum_congr rfl h2, hc]
```

Without the block condition, $J$ depends on the zero of energy: a single occupied orbital with $e_i>0$ contributes $-e_iX_{ii}^2$, which is unbounded below. Without Hermiticity, taking $X_{ai}=t=-X_{ia}$ with real $t$ gives the quadratic term $-(e_a-e_i)t^2$, again unbounded below across a gap.

## $V$ is Hermitian

The perturbation is an observable, such as the coupling to a static field. By hand, $V_{ai}=\overline{V_{ia}}$ and $X_{ia}=\overline{X_{ai}}$ give

$$\mathrm{tr}(VX)=\sum_{i,a}(V_{ia}X_{ai}+V_{ai}X_{ia})=\sum_{i,a}2\,\mathrm{Re}(V_{ia}X_{ai}),$$

$$\mathrm{tr}\big(H(1-2P)X^2\big)=\sum_{i,a}(-e_i+e_a)|X_{ai}|^2.$$

So $J$ is real and splits into independent quadratic functions, one per pair. In `hylleraas_eq_sum`, `hD` supplies the signs, `hJ` expands the traces, and `key` is the algebra for one pair. Since $J$ is real here, the later comparisons of real parts lose nothing.

```lean
/-- For a Hermitian perturbation, the Hylleraas functional is real on admissible densities, and it
is a sum of independent quadratic functions, one for each occupied-virtual pair. -/
theorem hylleraas_eq_sum {o : Finset n} (e : n → ℝ) {V X : Matrix n n ℂ}
    (hV : V.IsHermitian) (hX : IsTransition o X) :
    hylleraas o e V X = ((∑ i ∈ o, ∑ a ∈ oᶜ,
      (2 * (V i a * X a i).re + (e a - e i) * Complex.normSq (X a i)) : ℝ) : ℂ) := by
  have hb := (offdiagonal_iff o X).mp hX.2
  have key : ∀ (v x : ℂ) (s t : ℝ),
      v * x - s * (star x * x) + (star v * star x + t * (x * star x))
        = ((2 * (v * x).re + (t - s) * Complex.normSq x : ℝ) : ℂ) := by
    intro v x s t
    apply Complex.ext <;>
      simp only [Complex.add_re, Complex.add_im, Complex.sub_re, Complex.sub_im, Complex.mul_re,
        Complex.mul_im, Complex.ofReal_re, Complex.ofReal_im, Complex.star_def, Complex.conj_re,
        Complex.conj_im, Complex.normSq_apply] <;> ring
  -- the factor 1 - 2P flips the sign of the occupied levels
  have hD : levels e * (1 - (2 : ℂ) • occ o) =
      Matrix.diagonal fun p => (e p : ℂ) * (1 - 2 * (if p ∈ o then 1 else 0)) := by
    ext p q
    rw [levels, Matrix.diagonal_mul]
    by_cases h : p = q
    · subst h; simp [occ]
    · simp [occ, h]
  have hJ : hylleraas o e V X = ∑ p, ∑ q, (V p q * X q p +
      (e p : ℂ) * (1 - 2 * (if p ∈ o then 1 else 0)) * (X p q * X q p)) := by
    rw [hylleraas, hD]
    simp only [Matrix.trace, Matrix.diag_apply, Matrix.diagonal_mul]
    simp only [Matrix.mul_apply, Finset.mul_sum, Finset.sum_add_distrib]
  rw [hJ]
  refine (sum_blocks o _ ?_).trans ?_
  · intro p q h
    simp [hb q p h.symm]
  · rw [Complex.ofReal_sum]
    refine Finset.sum_congr rfl fun i hi => ?_
    rw [Complex.ofReal_sum]
    refine Finset.sum_congr rfl fun a ha => ?_
    simp only [if_pos hi, if_neg (Finset.mem_compl.mp ha)]
    rw [← hV.apply a i, ← hX.1.apply i a]
    linear_combination key (V i a) (X a i) (e i) (e a)
```

Hermiticity of $V$ also makes $R$ Hermitian, and hence admissible.

```lean
/-- The response matrix of a Hermitian perturbation is an admissible first-order density. -/
theorem response_isTransition (o : Finset n) (e : n → ℝ) {V : Matrix n n ℂ}
    (hV : V.IsHermitian) : IsTransition o (response o e V) := by
  refine ⟨Matrix.IsHermitian.ext fun p q => ?_, (offdiagonal_iff o _).mpr fun p q h => ?_⟩
  · have hv : (starRingEnd ℂ) (V q p) = V p q := hV.apply p q
    by_cases hp : p ∈ o <;> by_cases hq : q ∈ o <;> simp [response, hp, hq, hv]
  · simp [response, h]
```

It is used once more in the stationarity condition. When $e_i\ne e_a$, the definition gives $V_{ai}=(e_i-e_a)R_{ai}$, and conjugation gives $V_{ia}=(e_i-e_a)\overline{R_{ai}}$.

```lean
omit [Fintype n] in
/-- Between an occupied and a virtual orbital of different energy, a Hermitian perturbation equals
the energy difference times the response, and likewise for the conjugate element. -/
theorem force_balance {o : Finset n} {e : n → ℝ} {V : Matrix n n ℂ} (hV : V.IsHermitian)
    {i a : n} (hi : i ∈ o) (ha : a ∉ o) (h : e i ≠ e a) :
    V a i = ((e i - e a : ℝ) : ℂ) * response o e V a i ∧
    V i a = ((e i - e a : ℝ) : ℂ) * (starRingEnd ℂ) (response o e V a i) := by
  have hd : (e i : ℂ) - e a ≠ 0 := sub_ne_zero.mpr (by exact_mod_cast h)
  have h1 : V a i = ((e i - e a : ℝ) : ℂ) * response o e V a i := by
    have hr : response o e V a i = V a i / ((e i : ℂ) - e a) := by simp [response, hi, ha]
    rw [hr, Complex.ofReal_sub]
    field_simp
  refine ⟨h1, ?_⟩
  rw [← hV.apply i a, h1]
  simp
```

For a general $V$, $J$ could be complex, and its real part would see only the Hermitian part of $V$.

## Every occupied level lies below every virtual one

Physically, there is a gap and $P$ fills the lowest levels. Write $\Delta=e_a-e_i$. Substituting $V_{ia}=-\Delta\overline{R_{ai}}$ and completing the square gives, for one pair,

$$2\,\mathrm{Re}(V_{ia}X_{ai})+\Delta|X_{ai}|^2=\Delta|X_{ai}-R_{ai}|^2-\Delta|R_{ai}|^2.$$

At $X=R$ only the last term remains, so summing over pairs yields

$$J(X)=J(R)+\sum_{i,a}(e_a-e_i)|X_{ai}-R_{ai}|^2.$$

This identity needs only $e_i\neq e_a$, which is the hypothesis `hne` of `hylleraas_excess`. The proof inserts `force_balance` and finishes with `ring`.

```lean
/-- For a Hermitian perturbation, and with no occupied level equal to a virtual one, the functional
at an admissible `X` is its value at the response matrix `R` plus the sum of `(e_a - e_i) |X_ai -
R_ai|²` over occupied `i` and virtual `a`. -/
theorem hylleraas_excess {o : Finset n} {e : n → ℝ} {V X : Matrix n n ℂ} (hV : V.IsHermitian)
    (hX : IsTransition o X) (hne : ∀ i ∈ o, ∀ a ∉ o, e i ≠ e a) :
    (hylleraas o e V X).re = (hylleraas o e V (response o e V)).re +
      ∑ i ∈ o, ∑ a ∈ oᶜ, (e a - e i) * Complex.normSq (X a i - response o e V a i) := by
  rw [hylleraas_eq_sum e hV hX, hylleraas_eq_sum e hV (response_isTransition o e hV),
    Complex.ofReal_re, Complex.ofReal_re, ← Finset.sum_add_distrib]
  refine Finset.sum_congr rfl fun i hi => ?_
  rw [← Finset.sum_add_distrib]
  refine Finset.sum_congr rfl fun a ha => ?_
  have ha' := Finset.mem_compl.mp ha
  -- complete the square for one pair
  rw [(force_balance hV hi ha' (hne i hi a ha')).2]
  simp only [Complex.mul_re, Complex.mul_im, Complex.ofReal_re, Complex.ofReal_im,
    Complex.conj_re, Complex.conj_im, Complex.normSq_apply, Complex.sub_re, Complex.sub_im]
  ring
```

The sign of the gap enters next. With $\Delta>0$ no term of the excess is negative. If $X\neq R$, some $X_{ai}$ differs from $R_{ai}$, because the diagonal blocks vanish and the other mixed block is fixed by conjugation. That term is strictly positive.

`hylleraas_principle` states three things: $R$ is admissible, it has the stated elements, and every other admissible $X$ has strictly larger $J$. The last gives both minimality and uniqueness. In the proof, `hex` finds the differing element and `Finset.sum_pos'` makes the sum positive. If all orbitals are occupied, or none, the only admissible matrix is zero.

```lean
/-- Hylleraas principle for densities: if the perturbation is Hermitian and all occupied levels lie
below all virtual ones, the response matrix, with `X_ai = V_ai / (e_i - e_a)`, is admissible and
every other admissible density gives a strictly larger value of the functional. -/
theorem hylleraas_principle {o : Finset n} {e : n → ℝ} {V : Matrix n n ℂ} (hV : V.IsHermitian)
    (hgap : ∀ i ∈ o, ∀ a ∉ o, e i < e a) :
    IsTransition o (response o e V) ∧
    (∀ i ∈ o, ∀ a ∉ o, response o e V a i = V a i / ((e i : ℂ) - e a)) ∧
    ∀ X, IsTransition o X → X ≠ response o e V →
      (hylleraas o e V (response o e V)).re < (hylleraas o e V X).re := by
  have hR := response_isTransition o e hV
  refine ⟨hR, fun i hi a ha => by simp [response, hi, ha], fun X hX hne => ?_⟩
  -- two different admissible densities differ in some virtual-occupied element
  have hex : ∃ i ∈ o, ∃ a ∈ oᶜ, X a i ≠ response o e V a i := by
    by_contra hcon
    have h : ∀ i ∈ o, ∀ a ∉ o, X a i = response o e V a i := fun i hi a ha => by
      by_contra h'
      exact hcon ⟨i, hi, a, Finset.mem_compl.mpr ha, h'⟩
    apply hne
    ext p q
    by_cases hp : p ∈ o <;> by_cases hq : q ∈ o
    · rw [(offdiagonal_iff o X).mp hX.2 p q (iff_of_true hp hq),
        (offdiagonal_iff o _).mp hR.2 p q (iff_of_true hp hq)]
    · rw [← hX.1.apply p q, ← hR.1.apply p q, h p hp q hq]
    · exact h q hq p hp
    · rw [(offdiagonal_iff o X).mp hX.2 p q (iff_of_false hp hq),
        (offdiagonal_iff o _).mp hR.2 p q (iff_of_false hp hq)]
  have hnn : ∀ i ∈ o, ∀ a ∈ oᶜ,
      0 ≤ (e a - e i) * Complex.normSq (X a i - response o e V a i) := fun i hi a ha =>
    mul_nonneg (sub_pos.mpr (hgap i hi a (Finset.mem_compl.mp ha))).le (Complex.normSq_nonneg _)
  obtain ⟨i, hi, a, ha, hia⟩ := hex
  rw [hylleraas_excess hV hX fun i hi a ha => (hgap i hi a ha).ne]
  refine lt_add_of_pos_right _ (Finset.sum_pos' (fun j hj => Finset.sum_nonneg (hnn j hj))
    ⟨i, hi, Finset.sum_pos' (hnn i hi) ⟨a, ha, ?_⟩⟩)
  exact mul_pos (sub_pos.mpr (hgap i hi a (Finset.mem_compl.mp ha)))
    (Complex.normSq_pos.mpr (sub_ne_zero.mpr hia))
```

The value at $R$ follows from $\Delta|R_{ai}|^2=|V_{ai}|^2/\Delta$, again for unequal energies only.

```lean
/-- For a Hermitian perturbation, and with no occupied level equal to a virtual one, the functional
at the response matrix equals minus the sum of `|V_ai|² / (e_a - e_i)` over occupied `i` and virtual
`a`. -/
theorem hylleraas_response {o : Finset n} {e : n → ℝ} {V : Matrix n n ℂ} (hV : V.IsHermitian)
    (hne : ∀ i ∈ o, ∀ a ∉ o, e i ≠ e a) :
    hylleraas o e V (response o e V) =
      ((-∑ i ∈ o, ∑ a ∈ oᶜ, Complex.normSq (V a i) / (e a - e i) : ℝ) : ℂ) := by
  rw [hylleraas_eq_sum e hV (response_isTransition o e hV)]
  refine congrArg Complex.ofReal ?_
  rw [← Finset.sum_neg_distrib]
  refine Finset.sum_congr rfl fun i hi => ?_
  rw [← Finset.sum_neg_distrib]
  refine Finset.sum_congr rfl fun a ha => ?_
  have ha' := Finset.mem_compl.mp ha
  obtain ⟨h1, h2⟩ := force_balance hV hi ha' (hne i hi a ha')
  have hq : Complex.normSq (V a i) / (e a - e i) =
      (e a - e i) * Complex.normSq (response o e V a i) := by
    rw [div_eq_iff (sub_ne_zero.mpr (hne i hi a ha').symm), h1, Complex.normSq_mul,
      Complex.normSq_ofReal]
    ring
  rw [hq, h2]
  simp only [Complex.mul_re, Complex.mul_im, Complex.ofReal_re, Complex.ofReal_im,
    Complex.conj_re, Complex.conj_im, Complex.normSq_apply]
  ring
```

## One inverted pair removes the minimum

Suppose instead that $e_a<e_i$ for one occupied $i$ and virtual $a$, as when a hole lies below an occupied level. Take $X_{ai}=X_{ia}=t$ with $t$ real and all other elements zero.

```lean
/-- The density that mixes the single pair `i`, `a` with real amplitude `t`. -/
def pairMixing (i a : n) (t : ℝ) : Matrix n n ℂ :=
  Matrix.of fun p q => if (p = a ∧ q = i) ∨ (p = i ∧ q = a) then (t : ℂ) else 0
```

Then

$$J(X)=t\big(2\,\mathrm{Re}V_{ia}-t(e_i-e_a)\big).$$

Given any real $c$, choose $t\geq1$ with $t(e_i-e_a)\geq2|\mathrm{Re}V_{ia}|+|c|+1$. The bracket is at most $-|c|-1$, so $J(X)\leq-|c|-1<c$. In the proof, `hT` checks admissibility, `hval` computes $J$, and the closing inequalities follow this estimate.

```lean
/-- If some virtual level lies below an occupied one, the functional takes arbitrarily low
values on admissible densities. -/
theorem hylleraas_unbounded {o : Finset n} {e : n → ℝ} {V : Matrix n n ℂ} (hV : V.IsHermitian)
    {i a : n} (hi : i ∈ o) (ha : a ∉ o) (hinv : e a < e i) (c : ℝ) :
    ∃ X, IsTransition o X ∧ (hylleraas o e V X).re < c := by
  have hT : ∀ t, IsTransition o (pairMixing i a t) := fun t => by
    refine ⟨Matrix.IsHermitian.ext fun p q => ?_, (offdiagonal_iff o _).mpr fun p q h => ?_⟩
    · simp only [pairMixing, Matrix.of_apply]
      split_ifs <;> first | (exfalso; tauto) | simp
    · simp only [pairMixing, Matrix.of_apply]
      rw [if_neg]
      rintro (⟨h1, h2⟩ | ⟨h1, h2⟩)
      · rw [h1, h2] at h; exact ha (h.mpr hi)
      · rw [h1, h2] at h; exact ha (h.mp hi)
  -- only the chosen pair contributes
  have hval : ∀ t, (hylleraas o e V (pairMixing i a t)).re =
      t * (2 * (V i a).re - t * (e i - e a)) := fun t => by
    have hz : ∀ j, ∀ b ∈ oᶜ, (j ≠ i ∨ b ≠ a) → pairMixing i a t b j = 0 := by
      intro j b hb hjb
      simp only [pairMixing, Matrix.of_apply]
      rw [if_neg]
      rintro (⟨h1, h2⟩ | ⟨h1, _⟩)
      · exact hjb.elim (fun h => h h2) (fun h => h h1)
      · exact Finset.mem_compl.mp hb (by rw [h1]; exact hi)
    rw [hylleraas_eq_sum e hV (hT t), Complex.ofReal_re]
    refine (Finset.sum_eq_single i ?_ (fun h => absurd hi h)).trans
      ((Finset.sum_eq_single a ?_ (fun h => absurd (Finset.mem_compl.mpr ha) h)).trans ?_)
    · intro j _ hji
      refine Finset.sum_eq_zero fun b hb => ?_
      rw [hz j b hb (Or.inl hji)]; simp
    · intro b hb hba
      rw [hz i b hb (Or.inr hba)]; simp
    · have hp : pairMixing i a t a i = (t : ℂ) := by simp [pairMixing]
      rw [hp]
      simp only [Complex.mul_re, Complex.ofReal_re, Complex.ofReal_im, Complex.normSq_ofReal]
      ring
  have hd : 0 < e i - e a := sub_pos.mpr hinv
  -- an amplitude large enough for the negative quadratic term to win
  obtain ⟨t, ht, htd⟩ : ∃ t : ℝ, 1 ≤ t ∧ 2 * |(V i a).re| + |c| + 1 ≤ t * (e i - e a) := by
    refine ⟨max 1 ((2 * |(V i a).re| + |c| + 1) / (e i - e a)), le_max_left _ _, ?_⟩
    exact (div_le_iff₀ hd).mp (le_max_right _ _)
  refine ⟨pairMixing i a t, hT t, ?_⟩
  rw [hval t]
  have h2 : 2 * (V i a).re - t * (e i - e a) ≤ -|c| - 1 := by
    linarith [le_abs_self (V i a).re]
  have h3 := mul_le_mul_of_nonneg_left h2 (by linarith : (0 : ℝ) ≤ t)
  have h4 : 0 ≤ (t - 1) * (|c| + 1) := mul_nonneg (by linarith) (by positivity)
  have h5 : t * (-|c| - 1) ≤ -|c| - 1 := by linarith
  linarith [neg_abs_le c]

end

end HylleraasDensity
```

```lean
#print axioms HylleraasDensity.hylleraas_principle
-- 'HylleraasDensity.hylleraas_principle' depends on axioms: [propext, Classical.choice, Quot.sound]
#print axioms HylleraasDensity.hylleraas_response
-- 'HylleraasDensity.hylleraas_response' depends on axioms: [propext, Classical.choice, Quot.sound]
#print axioms HylleraasDensity.hylleraas_unbounded
-- 'HylleraasDensity.hylleraas_unbounded' depends on axioms: [propext, Classical.choice, Quot.sound]
```

When no pair is inverted but some $e_i=e_a$, that pair contributes only the linear term $2\,\mathrm{Re}(V_{ia}X_{ai})$: $J$ is unbounded below if $V_{ia}\neq0$, and does not depend on $X_{ai}$ if $V_{ia}=0$.
